# Casimir energy and pressure of perfect reflectors from the zero-temperature Lifshitz integral

## Definitions and units

Two identical, perfectly reflecting plates, flat and parallel, face each other across a vacuum gap of width $d>0$ at zero temperature. Units are chosen so that $\hbar c=1$. The interaction energy per unit area is defined as

$$E(d)=\frac{1}{2\pi^2}\int_0^\infty k^2\ln\!\left(1-e^{-2kd}\right)dk ,$$

and the pressure as $P(d)=-E'(d)$. A negative pressure means attraction. To restore ordinary units, multiply both quantities by $\hbar c$.

## Where the integral comes from

Let $q$ be the wave vector parallel to the plates, $\xi$ the imaginary frequency (in units with $c=1$) and $r$ the reflection coefficient of either plate. The Lifshitz energy per unit area is

$$\sum_{\text{2 polarisations}}\int\frac{d^2q}{(2\pi)^2}\int_0^\infty\frac{d\xi}{2\pi}\,\ln\!\left(1-r^2e^{-2kd}\right),\qquad k=\sqrt{|q|^2+\xi^2}.$$

The factor $e^{-2kd}$ is the attenuation over one round trip across the gap. A perfect reflector has $r^2=1$ for both polarisations at every frequency, so the integrand depends on $k$ alone. The variables $(q,\xi)$ fill a half-space, whose shell of radius $k$ has area $2\pi k^2$. The prefactor is therefore $2\cdot 2\pi/(2\pi)^3=1/(2\pi^2)$, as in the definition.

This reduction is physical input. The theorems start from the radial integral and do not derive it from the quantised field. Real materials, finite temperature and curved or rough surfaces are not covered.

## What the theorems state

`casimirEnergy d` is the integral with its prefactor, and `casimirPressure d` is minus its derivative. Neither definition contains a closed form. The set `Ioi (0 : ℝ)` is the half-line $k>0$, and the hypothesis `hd : 0 < d` says that the plates are apart.

For every such $d$, `casimir_perfect_reflectors` states five things:

- The integrand is integrable on $k>0$ (`IntegrableOn`).
- $E(d)=-\zeta(4)/(8\pi^2d^3)$. This equation is written in the complex numbers because Mathlib's `riemannZeta` takes complex values.
- $E(d)=-\pi^2/(720\,d^3)$, as a real equation.
- $E$ is differentiable at $d$.
- $P(d)=-\pi^2/(240\,d^4)$.

A second theorem, `casimirPressure_eq_integral`, gives the pressure as a convergent integral of Bose form:

$$P(d)=-\frac1{\pi^2}\int_0^\infty\frac{k^3}{e^{2kd}-1}\,dk .$$

For ideal flat mirrors at zero temperature, these values give a limit against which a numerical Lifshitz calculation can be compared.

## Summing over round trips

For $a>0$ and a natural number $p$, the substitution $t=ak$ and $p$ integrations by parts give

$$\int_0^\infty k^p e^{-ak}\,dk=\frac{1}{a^{p+1}}\int_0^\infty t^pe^{-t}\,dt=\frac{p!}{a^{p+1}} .$$

Write $x=e^{-2kd}$, which lies strictly between 0 and 1 when $k>0$. Then

$$-k^2\ln(1-x)=\sum_{n=0}^\infty \frac{k^2x^{n+1}}{n+1}.$$

The term with index $n$ belongs to $n+1$ round trips. Its integral follows from the moment formula with $p=2$ and $a=2(n+1)d$:

$$\frac{1}{n+1}\cdot\frac{2}{\left(2(n+1)d\right)^3}=\frac{1}{4d^3}\,\frac1{(n+1)^4}.$$

All terms are non-negative and their integrals have a finite sum, so the sum and the integral may be exchanged. With $\sum_{n\ge0}(n+1)^{-4}=\zeta(4)=\pi^4/90$,

$$\int_0^\infty k^2\ln\!\left(1-e^{-2kd}\right)dk=-\frac{\zeta(4)}{4d^3}=-\frac{\pi^4}{360\,d^3}.$$

Multiplication by $1/(2\pi^2)$ gives

$$E(d)=-\frac{\zeta(4)}{8\pi^2d^3}=-\frac{\pi^2}{720\,d^3}.$$

Differentiation then gives

$$E'(d)=\frac{3\pi^2}{720\,d^4}=\frac{\pi^2}{240\,d^4},\qquad P(d)=-\frac{\pi^2}{240\,d^4}.$$

For the Bose form, expand a geometric series instead:

$$\frac{k^3}{e^{2kd}-1}=\frac{k^3x}{1-x}=\sum_{n=0}^\infty k^3x^{n+1}.$$

The moment formula with $p=3$ gives $6/(2(n+1)d)^4$ for each term. The sum is

$$\frac{6}{16d^4}\cdot\frac{\pi^4}{90}=\frac{\pi^4}{240\,d^4},$$

and the factor $-1/\pi^2$ turns it into $P(d)$.

## The Lean file

```lean
import Mathlib

open Real MeasureTheory Set

namespace CasimirPerfectReflectors

noncomputable section

/-- Interaction energy per unit area of two perfect reflectors at gap `d > 0`, in units with `ħc =
1`, as an integral over the decay constant `k > 0` of the field across the gap. -/
def casimirEnergy (d : ℝ) : ℝ :=
  1 / (2 * π ^ 2) * ∫ k in Ioi (0 : ℝ), k ^ 2 * Real.log (1 - Real.exp (-(2 * k * d)))

/-- Pressure between the reflectors at gap `d > 0`: minus the derivative of the energy per unit
area with respect to the gap. -/
def casimirPressure (d : ℝ) : ℝ := -deriv casimirEnergy d

/-- The moments of a decaying exponential: the integral of `k ^ p * exp (-a k)` over `k > 0`
is `p! / a ^ (p + 1)`. -/
theorem exp_moment (p : ℕ) {a : ℝ} (ha : 0 < a) :
    ∫ k in Ioi (0 : ℝ), k ^ p * Real.exp (-(a * k)) = (p.factorial : ℝ) / a ^ (p + 1) := by
  have h := Real.integral_rpow_mul_exp_neg_mul_Ioi (a := (p : ℝ) + 1) (r := a)
    (by positivity) ha
  have e : (p : ℝ) + 1 - 1 = p := by ring
  have e' : (p : ℝ) + 1 = ((p + 1 : ℕ) : ℝ) := (Nat.cast_succ p).symm
  rw [Real.Gamma_nat_eq_factorial] at h
  simp only [e, Real.rpow_natCast] at h
  rw [h, e', Real.rpow_natCast, one_div, inv_pow, div_eq_mul_inv, mul_comm]

/-- For `d > 0`, a series in powers of the round-trip factor `exp (-2 k d)`, with weights `k ^ p /
(n + 1) ^ m` and `p + 1 + m = 4`, is integrable over `k > 0` with integral `p! / (2 d) ^ (p + 1) * π
^ 4 / 90`. -/
theorem integral_roundTrips {p m : ℕ} (hpm : p + 1 + m = 4) {d : ℝ} (hd : 0 < d) {F : ℝ → ℝ}
    (hF : ∀ k, 0 < k → HasSum
      (fun n : ℕ => k ^ p * Real.exp (-(2 * k * d)) ^ (n + 1) / ((n : ℝ) + 1) ^ m) (F k)) :
    IntegrableOn F (Ioi 0) ∧
    ∫ k in Ioi (0 : ℝ), F k = (p.factorial : ℝ) / (2 * d) ^ (p + 1) * (π ^ 4 / 90) := by
  have hterm : ∀ (n : ℕ) (k : ℝ),
      k ^ p * Real.exp (-(2 * k * d)) ^ (n + 1) / ((n : ℝ) + 1) ^ m
      = 1 / ((n : ℝ) + 1) ^ m * (k ^ p * Real.exp (-(2 * ((n : ℝ) + 1) * d * k))) := by
    intro n k
    rw [← Real.exp_nat_mul, show ((n + 1 : ℕ) : ℝ) * -(2 * k * d)
      = -(2 * ((n : ℝ) + 1) * d * k) by push_cast; ring]
    ring
  -- the term for `n + 1` round trips has an integral proportional to `1 / (n + 1) ^ 4`
  have hint : ∀ n : ℕ, ∫ k in Ioi (0 : ℝ),
      k ^ p * Real.exp (-(2 * k * d)) ^ (n + 1) / ((n : ℝ) + 1) ^ m
      = (p.factorial : ℝ) / (2 * d) ^ (p + 1) * (1 / ((n : ℝ) + 1) ^ 4) := by
    intro n
    have hpos : 0 < 2 * ((n : ℝ) + 1) * d := by positivity
    simp only [hterm]
    rw [integral_const_mul, exp_moment p hpos,
      show 2 * ((n : ℝ) + 1) * d = (2 * d) * ((n : ℝ) + 1) by ring,
      mul_pow (2 * d) ((n : ℝ) + 1), ← hpm, pow_add ((n : ℝ) + 1) (p + 1) m]
    generalize (2 * d) ^ (p + 1) = A
    generalize ((n : ℝ) + 1) ^ (p + 1) = B
    generalize ((n : ℝ) + 1) ^ m = C
    ring
  have hI : ∀ n : ℕ, Integrable
      (fun k : ℝ => k ^ p * Real.exp (-(2 * k * d)) ^ (n + 1) / ((n : ℝ) + 1) ^ m)
      (volume.restrict (Ioi 0)) := by
    intro n
    by_contra h
    have h1 : 0 < (p.factorial : ℝ) / (2 * d) ^ (p + 1) * (1 / ((n : ℝ) + 1) ^ 4) := by
      positivity
    exact h1.ne ((integral_undef h).symm.trans (hint n))
  have hnorm : ∀ n : ℕ, ∫ k in Ioi (0 : ℝ),
      ‖k ^ p * Real.exp (-(2 * k * d)) ^ (n + 1) / ((n : ℝ) + 1) ^ m‖
      = (p.factorial : ℝ) / (2 * d) ^ (p + 1) * (1 / ((n : ℝ) + 1) ^ 4) := by
    intro n
    rw [← hint n]
    refine setIntegral_congr_fun measurableSet_Ioi (fun k hk => ?_)
    have hk' : 0 < k := hk
    have h0 : 0 ≤ k ^ p * Real.exp (-(2 * k * d)) ^ (n + 1) / ((n : ℝ) + 1) ^ m := by
      positivity
    exact Real.norm_of_nonneg h0
  have hz : HasSum (fun n : ℕ => 1 / ((n : ℝ) + 1) ^ 4) (π ^ 4 / 90) := by
    have h := (hasSum_nat_add_iff' 1).mpr hasSum_zeta_four
    simpa using h
  have hs : HasSum (fun n : ℕ => (p.factorial : ℝ) / (2 * d) ^ (p + 1) * (1 / ((n : ℝ) + 1) ^ 4))
      ((p.factorial : ℝ) / (2 * d) ^ (p + 1) * (π ^ 4 / 90)) := hz.mul_left _
  -- exchange of sum and integral
  have key := hasSum_integral_of_summable_integral_norm hI
    (by simp only [hnorm]; exact hs.summable)
  simp only [hint] at key
  have val : ∫ k in Ioi (0 : ℝ), F k
      = (p.factorial : ℝ) / (2 * d) ^ (p + 1) * (π ^ 4 / 90) := by
    rw [← key.unique hs]
    exact setIntegral_congr_fun measurableSet_Ioi (fun k hk => (hF k hk).tsum_eq.symm)
  refine ⟨?_, val⟩
  by_contra h
  have hS : 0 < (p.factorial : ℝ) / (2 * d) ^ (p + 1) * (π ^ 4 / 90) := by positivity
  exact hS.ne ((integral_undef h).symm.trans val)

/-- The energy integral converges for every gap `d > 0`, and its value is
`-π ^ 4 / (360 d ^ 3)`. -/
theorem energy_integral {d : ℝ} (hd : 0 < d) :
    IntegrableOn (fun k : ℝ => k ^ 2 * Real.log (1 - Real.exp (-(2 * k * d)))) (Ioi 0) ∧
    ∫ k in Ioi (0 : ℝ), k ^ 2 * Real.log (1 - Real.exp (-(2 * k * d)))
      = -(π ^ 4 / (360 * d ^ 3)) := by
  obtain ⟨h1, h2⟩ := integral_roundTrips (p := 2) (m := 1) rfl hd
    (F := fun k => -(k ^ 2 * Real.log (1 - Real.exp (-(2 * k * d)))))
    (fun k hk => by
      -- expansion of the logarithm in round trips
      have hx : |Real.exp (-(2 * k * d))| < 1 := by
        rw [abs_of_pos (Real.exp_pos _)]
        exact Real.exp_lt_one_iff.mpr (neg_lt_zero.mpr (by positivity))
      have h : HasSum (fun n : ℕ => k ^ 2 * (Real.exp (-(2 * k * d)) ^ (n + 1) / ((n : ℝ) + 1)))
          (k ^ 2 * -Real.log (1 - Real.exp (-(2 * k * d)))) :=
        (Real.hasSum_pow_div_log_of_abs_lt_one hx).mul_left _
      simpa only [pow_one, mul_div_assoc, mul_neg] using h)
  constructor
  · have h3 : Integrable (fun k : ℝ => -(k ^ 2 * Real.log (1 - Real.exp (-(2 * k * d)))))
        (volume.restrict (Ioi 0)) := h1
    exact h3.neg.congr (Filter.Eventually.of_forall fun k => neg_neg _)
  · have hf : ((Nat.factorial 2 : ℕ) : ℝ) = 2 := by norm_num [Nat.factorial]
    rw [integral_neg, hf] at h2
    linear_combination -h2

/-- The energy per unit area of two perfect reflectors at gap `d > 0` is `-π ^ 2 / (720 d ^ 3)`. -/
theorem casimirEnergy_eq {d : ℝ} (hd : 0 < d) :
    casimirEnergy d = -π ^ 2 / (720 * d ^ 3) := by
  have hp : π ^ 4 * (π ^ 2)⁻¹ = π ^ 2 := by
    rw [show π ^ 4 = π ^ 2 * π ^ 2 by ring]
    exact mul_inv_cancel_right₀ (pow_ne_zero 2 Real.pi_ne_zero) _
  rw [casimirEnergy, (energy_integral hd).2]
  linear_combination (-1 / (720 * d ^ 3)) * hp

/-- At every gap `d > 0` the energy per unit area is differentiable in the gap, with slope `π ^ 2 /
(240 d ^ 4)`. -/
theorem hasDerivAt_casimirEnergy {d : ℝ} (hd : 0 < d) :
    HasDerivAt casimirEnergy (π ^ 2 / (240 * d ^ 4)) d := by
  have h3 : HasDerivAt (fun x : ℝ => x ^ 3) (3 * d ^ 2) d := by
    simpa using hasDerivAt_pow 3 d
  have h : HasDerivAt (fun x : ℝ => -π ^ 2 / (720 * x ^ 3)) (π ^ 2 / (240 * d ^ 4)) d := by
    refine ((hasDerivAt_const d (-π ^ 2)).fun_div (h3.const_mul 720)
      (by positivity)).congr_deriv ?_
    rw [div_eq_div_iff (by positivity) (by positivity)]
    ring
  -- the closed form holds at all gaps near `d`
  refine h.congr_of_eventuallyEq ?_
  filter_upwards [eventually_gt_nhds hd] with x hx
  exact casimirEnergy_eq hx

/-- Casimir's result for perfect reflectors at gap `d > 0`: the energy integral converges, the
energy is `-ζ(4) / (8 π ^ 2 d ^ 3) = -π ^ 2 / (720 d ^ 3)`, it is differentiable in the gap, and
the pressure is `-π ^ 2 / (240 d ^ 4)`. -/
theorem casimir_perfect_reflectors {d : ℝ} (hd : 0 < d) :
    IntegrableOn (fun k : ℝ => k ^ 2 * Real.log (1 - Real.exp (-(2 * k * d)))) (Ioi 0) ∧
    (casimirEnergy d : ℂ) = -riemannZeta 4 / (8 * (π : ℂ) ^ 2 * (d : ℂ) ^ 3) ∧
    casimirEnergy d = -π ^ 2 / (720 * d ^ 3) ∧
    DifferentiableAt ℝ casimirEnergy d ∧
    casimirPressure d = -π ^ 2 / (240 * d ^ 4) := by
  refine ⟨(energy_integral hd).1, ?_, casimirEnergy_eq hd,
    (hasDerivAt_casimirEnergy hd).differentiableAt, ?_⟩
  · have h0 : (π : ℂ) ≠ 0 := by exact_mod_cast Real.pi_ne_zero
    have hp : (π : ℂ) ^ 4 * ((π : ℂ) ^ 2)⁻¹ = (π : ℂ) ^ 2 := by
      rw [show (π : ℂ) ^ 4 = (π : ℂ) ^ 2 * (π : ℂ) ^ 2 by ring]
      exact mul_inv_cancel_right₀ (pow_ne_zero 2 h0) _
    rw [casimirEnergy_eq hd, riemannZeta_four]
    push_cast
    linear_combination (1 / (720 * (d : ℂ) ^ 3)) * hp
  · rw [casimirPressure, (hasDerivAt_casimirEnergy hd).deriv]
    ring

/-- At gap `d > 0` the pressure is also `-1 / π ^ 2` times the convergent integral of `k ^ 3 / (exp
(2 k d) - 1)` over `k > 0`. -/
theorem casimirPressure_eq_integral {d : ℝ} (hd : 0 < d) :
    IntegrableOn (fun k : ℝ => k ^ 3 / (Real.exp (2 * k * d) - 1)) (Ioi 0) ∧
    casimirPressure d
      = -(1 / π ^ 2) * ∫ k in Ioi (0 : ℝ), k ^ 3 / (Real.exp (2 * k * d) - 1) := by
  have h := integral_roundTrips (p := 3) (m := 0) rfl hd
    (F := fun k => k ^ 3 / (Real.exp (2 * k * d) - 1))
    (fun k hk => by
      -- the Bose factor is a geometric series in the round-trip factor
      have hx : Real.exp (-(2 * k * d)) < 1 :=
        Real.exp_lt_one_iff.mpr (neg_lt_zero.mpr (by positivity))
      have key : ∀ y : ℝ, y ≠ 0 → k ^ 3 / (y - 1) = k ^ 3 * y⁻¹ * (1 - y⁻¹)⁻¹ := by
        intro y hy
        rw [div_eq_mul_inv, mul_assoc, ← mul_inv, mul_sub, mul_one, mul_inv_cancel₀ hy]
      have hv : k ^ 3 / (Real.exp (2 * k * d) - 1)
          = k ^ 3 * Real.exp (-(2 * k * d)) * (1 - Real.exp (-(2 * k * d)))⁻¹ := by
        rw [Real.exp_neg]
        exact key _ (Real.exp_pos _).ne'
      have ef : ∀ n : ℕ, k ^ 3 * Real.exp (-(2 * k * d)) ^ (n + 1) / ((n : ℝ) + 1) ^ 0
          = k ^ 3 * Real.exp (-(2 * k * d)) * Real.exp (-(2 * k * d)) ^ n := by
        intro n
        rw [pow_zero, div_one]
        ring
      simp only [ef, hv]
      exact (hasSum_geometric_of_lt_one (Real.exp_pos _).le hx).mul_left _)
  refine ⟨h.1, ?_⟩
  have hf : ((Nat.factorial 3 : ℕ) : ℝ) = 6 := by norm_num [Nat.factorial]
  have hp : π ^ 4 * (π ^ 2)⁻¹ = π ^ 2 := by
    rw [show π ^ 4 = π ^ 2 * π ^ 2 by ring]
    exact mul_inv_cancel_right₀ (pow_ne_zero 2 Real.pi_ne_zero) _
  rw [h.2, hf, casimirPressure, (hasDerivAt_casimirEnergy hd).deriv]
  linear_combination (1 / (240 * d ^ 4)) * hp

end

end CasimirPerfectReflectors
```

```lean
#print axioms CasimirPerfectReflectors.casimir_perfect_reflectors
-- 'CasimirPerfectReflectors.casimir_perfect_reflectors' depends on axioms: [propext, Classical.choice, Quot.sound]
#print axioms CasimirPerfectReflectors.casimirPressure_eq_integral
-- 'CasimirPerfectReflectors.casimirPressure_eq_integral' depends on axioms: [propext, Classical.choice, Quot.sound]
```

## How the proof follows the calculation

`exp_moment` is the moment formula. It specialises Mathlib's Gamma-function integral to a natural exponent and replaces the Gamma value by a factorial.

`integral_roundTrips` handles both expansions at once. It takes any function `F` that is, for each $k>0$, the sum of the terms $k^px^{n+1}/(n+1)^m$. The condition `p + 1 + m = 4` ensures that each integral is proportional to $1/(n+1)^4$: the moment supplies $p+1$ powers and the weight supplies $m$. Inside the proof, `hint` computes these integrals, `hnorm` uses non-negativity to show that the norms have the same integrals, and `hz` is the sum $\pi^4/90$ with its index shifted to start at zero. The exchange of sum and integral is `hasSum_integral_of_summable_integral_norm`.

`energy_integral` applies this lemma with $p=2$, $m=1$. There `F` is minus the energy integrand, because the logarithm is negative and the series is not. `casimirEnergy_eq` then includes the prefactor.

`hasDerivAt_casimirEnergy` differentiates the closed form by the quotient rule. Agreement of two functions at the single point $d$ would say nothing about their derivatives. The proof therefore uses the fact that all gaps near a positive $d$ are positive too, so the closed form equals $E$ on a neighbourhood; `congr_of_eventuallyEq` transfers the derivative.

The main theorem collects these results and inserts Mathlib's value of $\zeta(4)$. For the Bose form, `integral_roundTrips` is applied with $p=3$, $m=0$, and the resulting value is compared with the pressure already found. No differentiation under the integral sign is needed.

## Integrability read off from a non-zero value

The proof turns on `integral_undef`. Mathlib assigns an integral to every function, and this lemma says that the value is zero when the function is not integrable. Read backwards, a function whose integral has been shown to be non-zero must be integrable.

`integral_roundTrips` uses this twice. First, `hint` gives each term a strictly positive integral, so each term is integrable, which the exchange theorem requires. After the exchange, the integral of `F` is known to be $\frac{p!}{(2d)^{p+1}}\frac{\pi^4}{90}>0$, so `F` is integrable as well. In both places `by_contra` assumes the opposite, and the positive value contradicts zero. This replaces separate estimates of the integrand near $k=0$ and at large $k$. The argument would give no information if the computed value were zero.

## A negative gap breaks convergence

Take $d=-1$ in the Bose-type integral. For $k>0$ the denominator $e^{-2k}-1$ lies between $-1$ and $0$, so

$$\frac{k^3}{e^{-2k}-1}\le -k^3 .$$

The integrand is not integrable on $k>0$, and the first claim of `casimirPressure_eq_integral` fails. The hypothesis `0 < d` is what makes the round-trip factor $e^{-2kd}$ decay with $k$ instead of growing.
